# The variance of an orthogonal projector is $p(1-p)$

An ideal (projective) yes-or-no measurement on a quantum system, such as whether a qubit is found in its upper level or whether a given spin orbital is occupied, has the outcomes $1$ and $0$ and is represented by an orthogonal projector $P$. Repeated on copies of a normalised state $\psi$, it gives a mean $p = \langle P\rangle$ and a scatter around that mean. The question is how large the scatter can be and when it is absent. The answer depends on $p$ alone: $0 \le p \le 1$ and $\operatorname{Var}(P) = p(1-p) \le 1/4$, with zero variance exactly when $P\psi = \psi$ or $P\psi = 0$. The theorems are statements about vectors and operators; the reading of $p$ as an outcome probability, the identification of the occupation-number operator of a spin orbital with a projector, and the small counter-examples in the text are commentary with no Lean proof attached.

## States, observables and moments

States are vectors of a complex inner product space `E`. Its dimension is arbitrary and completeness is not assumed. The bracket `⟪ψ, A ψ⟫_ℂ` is conjugate-linear in its first slot and linear in its second, as in Dirac notation. An operator is a linear map `E →ₗ[ℂ] E` defined on every vector, with no continuity required, so operators defined only on a dense subspace of `E` are not covered. Density matrices do not appear.

```lean
import Mathlib

open scoped InnerProductSpace

namespace ProjectorVariance

noncomputable section

variable {E : Type*} [NormedAddCommGroup E] [InnerProductSpace ℂ E]
```

The expectation value is $\langle A\rangle = \operatorname{Re}\langle\psi, A\psi\rangle$. It is not divided by $\|\psi\|^2$, so normalisation enters as a separate hypothesis `‖ψ‖ = 1` where it is needed. For a symmetric operator the bracket is already real and the real part discards nothing.

```lean
/-- Expectation value `⟨A⟩ = Re ⟪ψ, A ψ⟫` of the operator `A` in the state `ψ`. -/
def expval (A : E →ₗ[ℂ] E) (ψ : E) : ℝ := (⟪ψ, A ψ⟫_ℂ).re
```

The variance is the difference of moments $\operatorname{Var}(A) = \langle A^2\rangle - \langle A\rangle^2$, where `A * A` is the composition of $A$ with itself.

```lean
/-- Variance `Var(A) = ⟨A²⟩ - ⟨A⟩²` of the operator `A` in the state `ψ`. -/
def variance (A : E →ₗ[ℂ] E) (ψ : E) : ℝ := expval (A * A) ψ - expval A ψ ^ 2
```

An orthogonal projector is symmetric, $\langle Px, y\rangle = \langle x, Py\rangle$ for all $x, y$, and idempotent, $P^2 = P$.

```lean
/-- An orthogonal projector is a symmetric operator with `P² = P`. -/
structure IsProjector (P : E →ₗ[ℂ] E) : Prop where
  symmetric : LinearMap.IsSymmetric P
  idem : P * P = P
```

Two constructions are made from these objects. The first relabels the outcomes $1$ and $0$ by real numbers $a$ and $b$, which gives the operator $aP + b(1-P)$ with $1$ the identity.

```lean
/-- The two-valued observable `a P + b (1 - P)` with real `a` and `b`. -/
def twoValued (P : E →ₗ[ℂ] E) (a b : ℝ) : E →ₗ[ℂ] E := (a : ℂ) • P + (b : ℂ) • (1 - P)
```

The second is the operator $|\varphi\rangle\langle\varphi|$, which acts as $x \mapsto \langle\varphi, x\rangle\,\varphi$.

```lean
/-- The operator `|φ⟩⟨φ|`, which sends `x` to `⟪φ, x⟫ φ`. -/
def ketBra (φ : E) : E →ₗ[ℂ] E where
  toFun x := ⟪φ, x⟫_ℂ • φ
  map_add' x y := by simp only [inner_add_right, add_smul]
  map_smul' c x := by simp only [inner_smul_right, mul_smul, RingHom.id_apply]
```

## Moments as squared norms

The link between brackets and lengths is $\operatorname{Re}\langle x, x\rangle = \|x\|^2$.

```lean
/-- The real part of `⟪x, x⟫` is the squared norm of `x`. -/
theorem re_inner_self (x : E) : (⟪x, x⟫_ℂ).re = ‖x‖ ^ 2 :=
  inner_self_eq_norm_sq (𝕜 := ℂ) x
```

For symmetric $A$ one factor of $A^2$ moves across the bracket:
$$\langle A^2\rangle = \operatorname{Re}\langle\psi, A(A\psi)\rangle = \operatorname{Re}\langle A\psi, A\psi\rangle = \|A\psi\|^2 .$$
The move is `(hA ψ (A ψ)).symm`, and $\psi$ need not be normalised.

```lean
/-- For a symmetric operator the second moment is `⟨A²⟩ = ‖A ψ‖²`. -/
theorem expval_mul_self {A : E →ₗ[ℂ] E} (hA : LinearMap.IsSymmetric A) (ψ : E) :
    expval (A * A) ψ = ‖A ψ‖ ^ 2 := by
  have h : ⟪ψ, (A * A) ψ⟫_ℂ = ⟪A ψ, A ψ⟫_ℂ := (hA ψ (A ψ)).symm
  unfold expval
  rw [h, re_inner_self]
```

Write $m = \langle A\rangle$ and let $\|\psi\| = 1$. Expanding the squared norm of a difference gives
$$\|A\psi - m\psi\|^2 = \|A\psi\|^2 - 2\operatorname{Re}\langle A\psi, m\psi\rangle + \|m\psi\|^2 = \langle A^2\rangle - 2m^2 + m^2 = \operatorname{Var}(A).$$
In the proof `h0` is the expansion, `h2` evaluates the cross term as $m\operatorname{Re}\langle\psi, A\psi\rangle = m^2$ by symmetry, and `h3` evaluates the last term by normalisation. The lemma shows that the difference of moments agrees with the squared deviation $\|(A - m)\psi\|^2$; the later proofs do not call it.

```lean
/-- For a symmetric operator and a unit state, `Var(A) = ‖A ψ - ⟨A⟩ ψ‖²`. -/
theorem variance_eq_norm_sq {A : E →ₗ[ℂ] E} (hA : LinearMap.IsSymmetric A) {ψ : E}
    (hψ : ‖ψ‖ = 1) : variance A ψ = ‖A ψ - (expval A ψ : ℂ) • ψ‖ ^ 2 := by
  have h0 : ‖A ψ - (expval A ψ : ℂ) • ψ‖ ^ 2
      = ‖A ψ‖ ^ 2 - 2 * (⟪A ψ, (expval A ψ : ℂ) • ψ⟫_ℂ).re + ‖(expval A ψ : ℂ) • ψ‖ ^ 2 :=
    norm_sub_sq (𝕜 := ℂ) (A ψ) ((expval A ψ : ℂ) • ψ)
  -- the cross term and the last term both equal ⟨A⟩²
  have h2 : (⟪A ψ, (expval A ψ : ℂ) • ψ⟫_ℂ).re = expval A ψ ^ 2 := by
    rw [inner_smul_right, hA ψ ψ, Complex.re_ofReal_mul, sq]
    rfl
  have h3 : ‖(expval A ψ : ℂ) • ψ‖ ^ 2 = expval A ψ ^ 2 := by
    rw [norm_smul, hψ, mul_one, Complex.norm_real, Real.norm_eq_abs, sq_abs]
  rw [h0, h2, h3]
  unfold variance
  rw [expval_mul_self hA]
  ring
```

## The projector

With $A = P$ and $P^2 = P$ the second-moment formula becomes
$$p = \langle P\rangle = \langle P^2\rangle = \|P\psi\|^2 ,$$
again for any $\psi$.

```lean
/-- The expectation value of an orthogonal projector is `⟨P⟩ = ‖P ψ‖²`. -/
theorem expval_projector {P : E →ₗ[ℂ] E} (hP : IsProjector P) (ψ : E) :
    expval P ψ = ‖P ψ‖ ^ 2 := by
  have h := expval_mul_self hP.symmetric ψ
  rwa [hP.idem] at h
```

The complementary weight is a squared norm as well. For unit $\psi$,
$$\|\psi - P\psi\|^2 = \|\psi\|^2 - 2\operatorname{Re}\langle\psi, P\psi\rangle + \|P\psi\|^2 = 1 - 2p + p = 1 - p .$$

```lean
/-- For an orthogonal projector and a unit state, `1 - ⟨P⟩ = ‖ψ - P ψ‖²`. -/
theorem one_sub_expval_projector {P : E →ₗ[ℂ] E} (hP : IsProjector P) {ψ : E}
    (hψ : ‖ψ‖ = 1) : 1 - expval P ψ = ‖ψ - P ψ‖ ^ 2 := by
  have h : ‖ψ - P ψ‖ ^ 2 = ‖ψ‖ ^ 2 - 2 * expval P ψ + ‖P ψ‖ ^ 2 :=
    norm_sub_sq (𝕜 := ℂ) ψ (P ψ)
  rw [h, hψ, ← expval_projector hP ψ]
  ring
```

These two identities give $p \ge 0$ and $p \le 1$. Idempotency turns the variance into
$$\operatorname{Var}(P) = \langle P^2\rangle - p^2 = p - p^2 = p(1-p).$$
Completing the square,
$$\tfrac14 - p(1-p) = \left(p - \tfrac12\right)^2 \ge 0 ,$$
so the variance is at most $1/4$ and equals $1/4$ exactly when $p = 1/2$. Substituting the norms,
$$\operatorname{Var}(P) = \|P\psi\|^2\,\|\psi - P\psi\|^2 ,$$
a product that vanishes exactly when one factor does, that is when $P\psi = 0$ or $P\psi = \psi$.

```lean
/-- For an orthogonal projector `P`, a unit state `ψ` and `p = ⟨P⟩`: `0 ≤ p ≤ 1`,
`Var(P) = p (1 - p) ≤ 1/4`, the variance vanishes exactly when `P ψ = ψ` or `P ψ = 0`,
and it equals `1/4` exactly when `p = 1/2`. -/
theorem variance_projector {P : E →ₗ[ℂ] E} (hP : IsProjector P) {ψ : E} (hψ : ‖ψ‖ = 1) :
    0 ≤ expval P ψ ∧ expval P ψ ≤ 1 ∧
      variance P ψ = expval P ψ * (1 - expval P ψ) ∧
      variance P ψ ≤ 1 / 4 ∧
      (variance P ψ = 0 ↔ P ψ = ψ ∨ P ψ = 0) ∧
      (variance P ψ = 1 / 4 ↔ expval P ψ = 1 / 2) := by
  have hp := expval_projector hP ψ
  have hq := one_sub_expval_projector hP hψ
  -- idempotency: ⟨P²⟩ = ⟨P⟩
  have hv : variance P ψ = expval P ψ * (1 - expval P ψ) := by
    unfold variance
    rw [hP.idem]
    ring
  refine ⟨?_, ?_, hv, ?_, ?_, ?_⟩
  · rw [hp]
    positivity
  · have h := sq_nonneg ‖ψ - P ψ‖
    linarith
  · rw [hv]
    nlinarith [sq_nonneg (expval P ψ - 1 / 2)]
  · -- Var(P) = ‖P ψ‖² ‖ψ - P ψ‖²
    rw [hv, hq, hp, mul_eq_zero]
    constructor
    · rintro (h | h)
      · exact Or.inr (norm_eq_zero.mp ((pow_eq_zero_iff two_ne_zero).mp h))
      · exact Or.inl
          (sub_eq_zero.mp (norm_eq_zero.mp ((pow_eq_zero_iff two_ne_zero).mp h))).symm
    · rintro (h | h)
      · right
        rw [h]
        simp
      · left
        rw [h]
        simp
  · -- 1/4 - p (1 - p) = (p - 1/2)²
    rw [hv]
    constructor
    · intro h
      have h2 : (expval P ψ - 1 / 2) ^ 2 = 0 := by linear_combination (-1 : ℝ) * h
      exact sub_eq_zero.mp ((pow_eq_zero_iff two_ne_zero).mp h2)
    · intro h
      rw [h]
      norm_num
```

In words, `variance_projector` takes `hP : IsProjector P` and `hψ : ‖ψ‖ = 1` and concludes six statements: the two bounds on `expval P ψ`, the formula $p(1-p)$, the bound $1/4$, the equivalence of zero variance with `P ψ = ψ ∨ P ψ = 0`, and the equivalence of variance $1/4$ with $p = 1/2$. The zero case says that $\psi$ is an eigenvector of $P$ with eigenvalue $1$ or $0$.

The proof names the two norm identities `hp` and `hq` and obtains the variance formula `hv` from `hP.idem` alone. The bounds on $p$ are the non-negativity of the two squared norms. The bound $1/4$ is found by `nlinarith` from the hint `sq_nonneg (expval P ψ - 1 / 2)`, which is the completed square. For the zero case the variance is rewritten as the product of norms and `mul_eq_zero` splits it into the two alternatives; a vanishing squared norm gives a vanishing vector, and conversely each alternative makes one factor zero. In the last part `linear_combination` rearranges $p(1-p) = 1/4$ into $(p - 1/2)^2 = 0$.

Each hypothesis is needed. Without normalisation, $\psi = 2\varphi$ with $\varphi$ a unit vector fixed by $P$ gives $p = 4$. Without symmetry, the idempotent matrix $\begin{pmatrix}1 & 1\\ 0 & 0\end{pmatrix}$ in the state $(1,1)/\sqrt2$ has $p = 1$ and zero variance, while $P\psi = (\sqrt2, 0)$ is neither $\psi$ nor $0$. Without idempotency, $\operatorname{diag}(1,-1)$ has variance $1$ in the same state.

## The variance formula characterises projectors

Suppose $A$ is symmetric and $\operatorname{Var}(A) = \langle A\rangle(1 - \langle A\rangle)$ in every unit state. Cancelling $\langle A\rangle^2$ leaves $\langle A^2\rangle = \langle A\rangle$, so $T = A^2 - A$ has $\operatorname{Re}\langle\psi, T\psi\rangle = 0$ on unit vectors. $T$ is symmetric, hence $\langle\psi, T\psi\rangle$ is real and vanishes altogether. For $x \ne 0$ the vector $x/\|x\|$ is a unit vector and $\langle x, Tx\rangle = \|x\|^2\,\langle x/\|x\|, T x/\|x\|\rangle = 0$; the case $x = 0$ is immediate. Then for all $x, y$,
$$0 = \langle x+y, T(x+y)\rangle = \langle x, Ty\rangle + \langle y, Tx\rangle = 2\operatorname{Re}\langle x, Ty\rangle ,$$
and the choice $x = Ty$ gives $\|Ty\|^2 = 0$. Thus $T = 0$ and $A^2 = A$.

```lean
/-- A symmetric operator is an orthogonal projector exactly when
`Var(A) = ⟨A⟩ (1 - ⟨A⟩)` holds in every unit state. -/
theorem isProjector_iff_variance {A : E →ₗ[ℂ] E} (hA : LinearMap.IsSymmetric A) :
    IsProjector A ↔ ∀ ψ : E, ‖ψ‖ = 1 → variance A ψ = expval A ψ * (1 - expval A ψ) := by
  refine ⟨fun hP ψ hψ => (variance_projector hP hψ).2.2.1, fun h => ⟨hA, ?_⟩⟩
  have hT : LinearMap.IsSymmetric (A * A - A) := by
    intro x y
    change ⟪A (A x) - A x, y⟫_ℂ = ⟪x, A (A y) - A y⟫_ℂ
    rw [inner_sub_left, inner_sub_right, hA (A x) y, hA x (A y), hA x y]
  -- the quadratic form of A² - A vanishes on unit vectors
  have hunit : ∀ ψ : E, ‖ψ‖ = 1 → ⟪ψ, (A * A - A) ψ⟫_ℂ = 0 := by
    intro ψ hψ
    apply Complex.ext
    · have h1 := h ψ hψ
      unfold variance expval at h1
      rw [LinearMap.sub_apply, inner_sub_right, Complex.sub_re, Complex.zero_re]
      linear_combination h1
    · rw [Complex.zero_im]
      exact Complex.conj_eq_iff_im.mp ((inner_conj_symm ((A * A - A) ψ) ψ).trans (hT ψ ψ))
  -- by scaling it vanishes on all vectors
  have hall : ∀ x : E, ⟪(A * A - A) x, x⟫_ℂ = 0 := by
    intro x
    by_cases hx : x = 0
    · rw [hx, inner_zero_right]
    · have hn : ‖x‖ ≠ 0 := norm_ne_zero_iff.mpr hx
      have hu : ‖((‖x‖⁻¹ : ℝ) : ℂ) • x‖ = 1 := by
        rw [norm_smul, Complex.norm_real, norm_inv, norm_norm, inv_mul_cancel₀ hn]
      have hc : ((‖x‖⁻¹ : ℝ) : ℂ) ≠ 0 := Complex.ofReal_ne_zero.mpr (inv_ne_zero hn)
      have h2 := hunit _ hu
      rw [map_smul, inner_smul_left, inner_smul_right, Complex.conj_ofReal] at h2
      rw [hT x x]
      exact (mul_eq_zero.mp ((mul_eq_zero.mp h2).resolve_left hc)).resolve_left hc
  have hzero : A * A - A = 0 := hT.inner_map_self_eq_zero.mp hall
  exact sub_eq_zero.mp hzero
```

The theorem is an equivalence for symmetric `A`, and its forward direction is the third clause of `variance_projector`. In the reverse direction `hT` is the symmetry of $T$, `hunit` treats real and imaginary parts separately, `hall` is the rescaling, and the step from a vanishing quadratic form to a vanishing operator is Mathlib's `hT.inner_map_self_eq_zero`. The formula in a single state does not suffice: $\operatorname{diag}(1,2)$ satisfies it in the state $(1,0)$, where both sides are zero, and is not a projector.

## Two arbitrary outcome values

Let $B = aP + b(1-P)$ and $q = 1 - p$, with $\psi$ a unit vector. Linearity gives $\langle B\rangle = ap + bq$. Since $P(1-P) = (1-P)P = 0$ and $(1-P)^2 = 1-P$, the square is $B^2 = a^2P + b^2(1-P)$, an operator of the same form, so $\langle B^2\rangle = a^2p + b^2q$. Therefore
$$\operatorname{Var}(B) = a^2p(1-p) + b^2q(1-q) - 2ab\,pq = (a-b)^2\,p(1-p).$$

```lean
/-- For an orthogonal projector `P`, a unit state and `p = ⟨P⟩`, the observable
`a P + b (1 - P)` has mean `a p + b (1 - p)` and variance `(a - b)² p (1 - p)`. -/
theorem variance_twoValued {P : E →ₗ[ℂ] E} (hP : IsProjector P) {ψ : E} (hψ : ‖ψ‖ = 1)
    (a b : ℝ) :
    expval (twoValued P a b) ψ = a * expval P ψ + b * (1 - expval P ψ) ∧
      variance (twoValued P a b) ψ = (a - b) ^ 2 * (expval P ψ * (1 - expval P ψ)) := by
  have happ : ∀ (c d : ℝ) (x : E),
      twoValued P c d x = (c : ℂ) • P x + (d : ℂ) • (x - P x) := fun _ _ _ => rfl
  have hexp : ∀ c d : ℝ,
      expval (twoValued P c d) ψ = c * expval P ψ + d * (1 - expval P ψ) := by
    intro c d
    unfold expval
    rw [happ c d ψ, inner_add_right, inner_smul_right, inner_smul_right, inner_sub_right,
      Complex.add_re, Complex.re_ofReal_mul, Complex.re_ofReal_mul, Complex.sub_re,
      re_inner_self ψ, hψ]
    ring
  -- the square is a² P + b² (1 - P)
  have hsq : twoValued P a b * twoValued P a b = twoValued P (a ^ 2) (b ^ 2) := by
    refine LinearMap.ext fun x => ?_
    have hx : P (P x) = P x := LinearMap.congr_fun hP.idem x
    change twoValued P a b (twoValued P a b x) = twoValued P (a ^ 2) (b ^ 2) x
    simp only [happ, map_add, map_smul, map_sub, hx, Complex.ofReal_pow]
    module
  refine ⟨hexp a b, ?_⟩
  unfold variance
  rw [hsq, hexp (a ^ 2) (b ^ 2), hexp a b]
  ring
```

Here `hexp` is the mean for general coefficients, used with $(a,b)$ for the first clause and again, together with the instance $(a^2,b^2)$, in the variance, and `hsq` is the squaring rule, checked on each vector from $P(Px) = Px$. The values $a = 1$, $b = -1$ give $B = 2P - 1$ with variance $4p(1-p)$, the single-measurement variance of a $\pm1$-valued observable such as a Pauli operator on a qubit in a pure state; averaging over repeated measurements is not modelled.

## Rank-one projectors and the largest variance

For any $\varphi$ the operator $|\varphi\rangle\langle\varphi|$ is symmetric, because both $\langle\langle\varphi,x\rangle\varphi, y\rangle$ and $\langle x, \langle\varphi,y\rangle\varphi\rangle$ equal $\langle x,\varphi\rangle\langle\varphi,y\rangle$. For unit $\varphi$ it is idempotent, since applying it twice gives $\langle\varphi,x\rangle\langle\varphi,\varphi\rangle\varphi = \langle\varphi,x\rangle\varphi$. Its expectation value is then
$$\|\langle\varphi,\psi\rangle\varphi\|^2 = |\langle\varphi,\psi\rangle|^2$$
for every $\psi$, normalised or not, by `expval_projector`. For unit $\psi$ this is the squared overlap of two states.

```lean
/-- For a unit vector `φ` the operator `|φ⟩⟨φ|` is an orthogonal projector, and its
expectation value in `ψ` is `|⟪φ, ψ⟫|²`. -/
theorem ketBra_projector {φ : E} (hφ : ‖φ‖ = 1) :
    IsProjector (ketBra φ) ∧ ∀ ψ : E, expval (ketBra φ) ψ = ‖⟪φ, ψ⟫_ℂ‖ ^ 2 := by
  have h1 : ⟪φ, φ⟫_ℂ = 1 := by
    rw [inner_self_eq_norm_sq_to_K, hφ]
    simp
  have hP : IsProjector (ketBra φ) := by
    constructor
    · intro x y
      change ⟪⟪φ, x⟫_ℂ • φ, y⟫_ℂ = ⟪x, ⟪φ, y⟫_ℂ • φ⟫_ℂ
      rw [inner_smul_left, inner_smul_right, inner_conj_symm]
      exact mul_comm _ _
    · refine LinearMap.ext fun x => ?_
      change ⟪φ, ⟪φ, x⟫_ℂ • φ⟫_ℂ • φ = ⟪φ, x⟫_ℂ • φ
      rw [inner_smul_right, h1, mul_one]
  refine ⟨hP, fun ψ => ?_⟩
  rw [expval_projector hP ψ]
  change ‖⟪φ, ψ⟫_ℂ • φ‖ ^ 2 = _
  rw [norm_smul, hφ, mul_one]
```

A two-level system shows that the bound $1/4$ is reached. Take the amplitude $z = (1+i)/2$, with $|z|^2 = \tfrac14 + \tfrac14 = \tfrac12$.

```lean
/-- The amplitude `(1 + i) / 2`. -/
def amp : ℂ := ⟨1 / 2, 1 / 2⟩
```

The space is $\mathbb C^2$ with its standard inner product, `EuclideanSpace ℂ (Fin 2)`, and $\varphi = (1,0)$.

```lean
/-- The first basis vector `(1, 0)` of a two-level system. -/
def up : EuclideanSpace ℂ (Fin 2) := !₂[1, 0]
```

The state is $\psi = (z, z)$, an equal superposition with an overall phase that keeps the entries free of square roots.

```lean
/-- The two-level vector with both amplitudes equal to `(1 + i) / 2`. -/
def halfState : EuclideanSpace ℂ (Fin 2) := !₂[amp, amp]
```

Then $\|\psi\|^2 = 2|z|^2 = 1$ and $\langle\varphi,\psi\rangle = z$, so $p = |z|^2 = 1/2$ and $\operatorname{Var} = 1/4$. The steps `hz`, `hψ` and `hin` are these three computations, `ketBra_projector` supplies the projector property and the value of $p$, and the last clause of `variance_projector` converts $p = 1/2$ into variance $1/4$.

```lean
/-- In a two-level system `|up⟩⟨up|` is an orthogonal projector and `halfState` is a unit
state in which it has expectation value `1/2` and variance `1/4`. -/
theorem projector_witness :
    IsProjector (ketBra up) ∧ ‖halfState‖ = 1 ∧
      expval (ketBra up) halfState = 1 / 2 ∧ variance (ketBra up) halfState = 1 / 4 := by
  have hz : ‖amp‖ ^ 2 = 1 / 2 := by
    rw [Complex.sq_norm, Complex.normSq_apply]
    norm_num [amp]
  have hup : ‖up‖ = 1 := by
    rw [EuclideanSpace.norm_eq, Fin.sum_univ_two]
    change Real.sqrt (‖(1 : ℂ)‖ ^ 2 + ‖(0 : ℂ)‖ ^ 2) = 1
    simp
  have hψ : ‖halfState‖ = 1 := by
    rw [EuclideanSpace.norm_eq, Fin.sum_univ_two]
    change Real.sqrt (‖amp‖ ^ 2 + ‖amp‖ ^ 2) = 1
    rw [hz]
    norm_num
  have hin : ⟪up, halfState⟫_ℂ = amp := by
    rw [PiLp.inner_apply, Fin.sum_univ_two]
    change ⟪(1 : ℂ), amp⟫_ℂ + ⟪(0 : ℂ), amp⟫_ℂ = amp
    simp
  obtain ⟨hP, he⟩ := ketBra_projector hup
  have hp : expval (ketBra up) halfState = 1 / 2 := by
    rw [he halfState, hin, hz]
  exact ⟨hP, hψ, hp, (variance_projector hP hψ).2.2.2.2.2.mpr hp⟩

end

end ProjectorVariance
```

```lean
#print axioms ProjectorVariance.variance_eq_norm_sq
#print axioms ProjectorVariance.variance_projector
#print axioms ProjectorVariance.isProjector_iff_variance
#print axioms ProjectorVariance.variance_twoValued
```

```
'ProjectorVariance.variance_eq_norm_sq' depends on axioms: [propext, Classical.choice, Quot.sound]
'ProjectorVariance.variance_projector' depends on axioms: [propext, Classical.choice, Quot.sound]
'ProjectorVariance.isProjector_iff_variance' depends on axioms: [propext, Classical.choice, Quot.sound]
'ProjectorVariance.variance_twoValued' depends on axioms: [propext, Classical.choice, Quot.sound]
```
